# A shared geminal on four pair levels has normalised squared overlap at most 2/3 with two evenly split separated pairs

An electron pair is treated here as a single object that is either present in a level or absent from it. There are four such pair levels, numbered 0 to 3, and a state assigns a complex amplitude to every set of occupied levels. The operator b_k* puts a pair into level k and gives zero if the level is already filled. Operators for different levels commute, as do products of two fermion creators, so no signs have to be tracked. The electrons inside a pair do not appear, and neither do states with broken pairs.

Write vac for the state with no pairs. Two subsystems, one with levels 0 and 1 and the other with levels 2 and 3, each hold one pair spread evenly over their two levels:

φ = ½ (b_0* + b_1*)(b_2* + b_3*) vac.

The competing description puts both pairs into one geminal with complex amplitudes h_0, …, h_3:

ψ = (∑_k h_k b_k*)² vac.

The claim is that every such ψ satisfies

|⟨φ,ψ⟩|² ≤ (2/3) ‖ψ‖².

If ψ ≠ 0, equality holds exactly when h_0 = h_1, h_2 = h_3 and |h_0| = |h_2|. Since φ has norm one, a normalised ψ has squared overlap at most 2/3 with it. A single geminal that is diagonal in these four fixed levels therefore cannot reproduce the product of the two subsystem states, although each subsystem state by itself is a single geminal. In this small model, a product of antisymmetrised geminal powers on separate subsystems need not be an antisymmetrised geminal power. Size-consistency, which is a statement about energies, is not tested here.

## Overlap and norm from six configurations

For i < j let |ij⟩ = b_i* b_j* vac. These six states are orthonormal. In the square that defines ψ, the terms with i = j vanish and each pair of distinct levels occurs in both orders, so

ψ = 2 ∑_{i<j} h_i h_j |ij⟩,

φ = ½ (|02⟩ + |03⟩ + |12⟩ + |13⟩).

Hence ‖φ‖² = 4 · ¼ = 1, and

⟨φ,ψ⟩ = h_0h_2 + h_0h_3 + h_1h_2 + h_1h_3 = (h_0 + h_1)(h_2 + h_3),

‖ψ‖² = 4 ∑_{i<j} |h_i|²|h_j|².

The configurations |01⟩ and |23⟩, with both pairs on one subsystem, add to the norm of ψ but not to the overlap.

## The inequality and its equality case

Write a, b, c, d for h_0, h_1, h_2, h_3, and set

S = |a+b|², D = |a−b|², S′ = |c+d|², D′ = |c−d|².

The parallelogram law gives S + D = 2(|a|² + |b|²) and S′ + D′ = 2(|c|² + |d|²). Therefore

8(|a|² + |b|²)(|c|² + |d|²) = 2(S + D)(S′ + D′).

By the triangle inequality, S and D are both at most (|a| + |b|)². Together with the parallelogram law this yields

S − D = 2S − 2(|a|² + |b|²) ≤ 4|a||b|,

and the same bound holds for D − S. The primed quantities obey |S′ − D′| ≤ 4|c||d| in the same way, so

(S − D)(S′ − D′) ≤ 16|a||b||c||d|.

Completing a square then gives

8(|a|²|b|² + |c|²|d|²) = 8(|a||b| − |c||d|)² + 16|a||b||c||d|
≥ 8(|a||b| − |c||d|)² + (S − D)(S′ − D′).

Adding this to the first product, and noting that the left-hand sides sum to 2‖ψ‖², we find

2‖ψ‖² ≥ 3SS′ + 8(|a||b| − |c||d|)² + SD′ + S′D + 3DD′.

Since SS′ = |⟨φ,ψ⟩|², dropping the last four terms, none of them negative, proves the bound.

If equality holds, those four terms are zero. Suppose a ≠ b. Then D ≠ 0, so S′ = D′ = 0 and c = d = 0. The squared term now gives |a||b| = 0, and all of ‖ψ‖² vanishes, contrary to ψ ≠ 0. So a = b, and by the same argument c = d. What remains of the squared term is |a|² = |c|², hence |a| = |c|. Conversely, if these conditions hold with common modulus r, then |⟨φ,ψ⟩|² = 16r⁴ and ‖ψ‖² = 24r⁴, whose ratio is 2/3. The relative phase of h_0 and h_2 is free.

## States and pair creators in Lean

```lean
import Mathlib

open Finset

namespace SharedGeminalOverlap

noncomputable section
```

A configuration is a `Finset (Fin 4)`, and a state is a function from configurations to complex numbers. States need not be normalised.

```lean
/-- A state of four pair levels: a complex amplitude for every set of occupied levels. -/
abbrev State := Finset (Fin 4) → ℂ
```

The amplitude of b_k*ψ at a configuration A is the amplitude of ψ at A with k removed, provided that k belongs to A; otherwise it is zero. The type `Module.End ℂ State` makes the creator a linear operator, so products and powers below mean composition.

```lean
/-- The pair creator `b_k*`: it fills level `k` with a pair, and gives zero on configurations
where that level is already filled. -/
def create (k : Fin 4) : Module.End ℂ State where
  toFun ψ A := if k ∈ A then ψ (A.erase k) else 0
  map_add' ψ χ := by
    funext A
    by_cases hk : k ∈ A <;> simp [hk]
  map_smul' c ψ := by
    funext A
    by_cases hk : k ∈ A <;> simp [hk]

/-- The vacuum: no level is occupied. -/
def vacuum : State := fun A => if A = ∅ then 1 else 0
```

The inner product is conjugate-linear in its first argument, and `normSq` is the sum of squared moduli.

```lean
/-- The inner product of two states, conjugate-linear in the first. -/
def overlap (φ ψ : State) : ℂ := ∑ A, star (φ A) * ψ A

/-- The squared norm of a state. -/
def normSq (ψ : State) : ℝ := ∑ A, ‖ψ A‖ ^ 2
```

The two competing states are written as products of creators applied to the vacuum, as in the formulas above. Their amplitudes are derived afterwards.

```lean
/-- The geminal power `(∑ h_k b_k*)² vac`: two pairs in one shared geminal. -/
def geminalPower (h : Fin 4 → ℂ) : State := ((∑ k, h k • create k) ^ 2) vacuum

/-- Two separated correlated pairs, one on levels 0 and 1, the other on levels 2 and 3. -/
def separatedPairs : State :=
  ((1 / 2 : ℂ) • ((create 0 + create 1) * (create 2 + create 3))) vacuum
```

## Reduction to two-pair configurations

The first lemma says that b_i* b_j* vac has amplitude one at {i, j} when i ≠ j, and zero everywhere else. The set-theoretic equivalence behind it is decided by going through all levels and configurations.

```lean
/-- Creating pairs in levels `i` and `j` gives the configuration `{i, j}` with amplitude one
if the levels differ, and zero if they coincide. -/
theorem pair_amplitude (i j : Fin 4) (A : Finset (Fin 4)) :
    create i (create j vacuum) A = if i ≠ j ∧ A = {i, j} then 1 else 0 := by
  have key : ∀ (i j : Fin 4) (A : Finset (Fin 4)),
      (i ∈ A ∧ j ∈ A.erase i ∧ (A.erase i).erase j = ∅) ↔ (i ≠ j ∧ A = {i, j}) := by
    decide +kernel
  rw [if_congr (key i j A).symm rfl rfl, ite_and, ite_and]
  rfl
```

The next lemma cuts a sum over all sixteen configurations down to six. Its hypothesis `hf` requires the summand to vanish wherever every state b_i* b_j* vac vanishes. Any other configuration satisfies that condition by `pair_amplitude`.

```lean
/-- A sum over configurations reduces to the six two-pair configurations when the summand
vanishes wherever all two-pair states vanish. -/
theorem sum_pairs {M : Type*} [AddCommMonoid M] (f : Finset (Fin 4) → M)
    (hf : ∀ A, (∀ i j, create i (create j vacuum) A = 0) → f A = 0) :
    ∑ A, f A = f {0, 1} + (f {0, 2} + (f {0, 3} + (f {1, 2} + (f {1, 3} + f {2, 3})))) := by
  have mem : ∀ i j : Fin 4, i ≠ j → ({i, j} : Finset (Fin 4)) ∈
      ({{0, 1}, {0, 2}, {0, 3}, {1, 2}, {1, 3}, {2, 3}} : Finset (Finset (Fin 4))) := by
    decide +kernel
  have hs := Finset.sum_subset (f := f) (Finset.subset_univ
      ({{0, 1}, {0, 2}, {0, 3}, {1, 2}, {1, 3}, {2, 3}} : Finset (Finset (Fin 4))))
    (fun A _ hA => hf A (fun i j => by
      rw [pair_amplitude, if_neg]
      rintro ⟨hij, rfl⟩
      exact hA (mem i j hij)))
  rw [← hs, Finset.sum_insert, Finset.sum_insert, Finset.sum_insert, Finset.sum_insert,
    Finset.sum_insert, Finset.sum_singleton]
  all_goals decide +kernel
```

Linearity expands the square into a double sum over ordered pairs of levels. The diagonal terms are still present here and disappear once `pair_amplitude` is applied.

```lean
/-- The amplitude of the geminal power at `A` is the sum, over all ordered pairs of levels `(i, j)`,
of `h_i h_j` times the amplitude of `b_i* b_j* vac` at `A`. -/
theorem geminalPower_apply (h : Fin 4 → ℂ) (A : Finset (Fin 4)) :
    geminalPower h A = ∑ i, ∑ j, h i * h j * create i (create j vacuum) A := by
  simp only [geminalPower, sq, Module.End.mul_apply, Fin.sum_univ_four, LinearMap.add_apply,
    LinearMap.smul_apply, map_add, map_smul, Pi.add_apply, Pi.smul_apply, smul_eq_mul]
  ring
```

The norm of φ, the overlap and the norm of ψ now follow the same pattern: expand, apply `sum_pairs`, and insert the amplitudes.

```lean
/-- The state of two separated pairs is normalised. -/
theorem normSq_separatedPairs : normSq separatedPairs = 1 := by
  have hn : ‖(1 / 2 : ℂ)‖ = 1 / 2 := by norm_num
  simp only [normSq, separatedPairs, Module.End.mul_apply, LinearMap.add_apply,
    LinearMap.smul_apply, map_add, Pi.add_apply, Pi.smul_apply, smul_eq_mul]
  rw [sum_pairs]
  · simp (disch := decide) only [pair_amplitude, if_pos, if_neg, add_zero, zero_add,
      mul_one, mul_zero, norm_zero, hn]
    norm_num
  · intro A hA
    simp [hA]

/-- The overlap of the separated pairs with a geminal power is `(h_0 + h_1)(h_2 + h_3)`. -/
theorem overlap_eq (h : Fin 4 → ℂ) :
    overlap separatedPairs (geminalPower h) = (h 0 + h 1) * (h 2 + h 3) := by
  have hs : star (1 / 2 : ℂ) = 1 / 2 := by simp
  simp only [overlap, separatedPairs, Module.End.mul_apply, LinearMap.add_apply,
    LinearMap.smul_apply, map_add, Pi.add_apply, Pi.smul_apply, smul_eq_mul]
  rw [sum_pairs]
  · simp (disch := decide) only [geminalPower_apply, Fin.sum_univ_four, pair_amplitude,
      if_pos, if_neg, add_zero, zero_add, mul_one, mul_zero, zero_mul, star_zero, hs]
    ring
  · intro A hA
    simp [hA]
```

In the norm of ψ, the auxiliary statement `two` accounts for the two orders of each pair, which double the amplitude and quadruple its square. The six products are grouped by subsystem to suit the inequality that follows.

```lean
/-- The squared norm of a geminal power is four times the sum of `|h_i|²|h_j|²` over
pairs of distinct levels. -/
theorem normSq_eq (h : Fin 4 → ℂ) :
    normSq (geminalPower h) = 4 * (‖h 0‖ ^ 2 * ‖h 1‖ ^ 2 + ‖h 2‖ ^ 2 * ‖h 3‖ ^ 2
      + (‖h 0‖ ^ 2 + ‖h 1‖ ^ 2) * (‖h 2‖ ^ 2 + ‖h 3‖ ^ 2)) := by
  have two : ∀ a b : ℂ, ‖a * b + b * a‖ ^ 2 = 4 * (‖a‖ ^ 2 * ‖b‖ ^ 2) := by
    intro a b
    have h2 : ‖(2 : ℂ)‖ = 2 := by simp
    rw [show a * b + b * a = 2 * (a * b) by ring, norm_mul, norm_mul, h2]
    ring
  rw [normSq, sum_pairs]
  · simp (disch := decide) only [geminalPower_apply, Fin.sum_univ_four, pair_amplitude,
      if_pos, if_neg, add_zero, zero_add, mul_one, mul_zero, two]
    ring
  · intro A hA
    simp [geminalPower_apply, hA]
```

## The bound with its deviation terms

The next theorem is the inequality for 2‖ψ‖² with all its nonnegative terms kept. Inside the proof, `par` is the parallelogram law and `pol` is the bound |S − D| ≤ 4|a||b|. The step `hm` multiplies two such bounds, `e` multiplies two parallelogram laws, and the closing `nlinarith` combines them with the completed square.

```lean
/-- The inequality behind the bound, for four complex amplitudes, with the nonnegative terms
that measure the deviation from equality. -/
theorem amplitude_inequality (a b c d : ℂ) :
    3 * (‖a + b‖ ^ 2 * ‖c + d‖ ^ 2) + 8 * (‖a‖ * ‖b‖ - ‖c‖ * ‖d‖) ^ 2
      + ‖a + b‖ ^ 2 * ‖c - d‖ ^ 2 + ‖c + d‖ ^ 2 * ‖a - b‖ ^ 2
      + 3 * (‖a - b‖ ^ 2 * ‖c - d‖ ^ 2)
    ≤ 8 * (‖a‖ ^ 2 * ‖b‖ ^ 2 + ‖c‖ ^ 2 * ‖d‖ ^ 2
      + (‖a‖ ^ 2 + ‖b‖ ^ 2) * (‖c‖ ^ 2 + ‖d‖ ^ 2)) := by
  have par : ∀ x y : ℂ, ‖x + y‖ ^ 2 + ‖x - y‖ ^ 2 = 2 * (‖x‖ ^ 2 + ‖y‖ ^ 2) := by
    intro x y
    have := parallelogram_law_with_norm ℂ x y
    linarith
  -- the triangle inequality and the parallelogram law bound the difference of the two squares
  have pol : ∀ x y : ℂ, |‖x + y‖ ^ 2 - ‖x - y‖ ^ 2| ≤ 4 * (‖x‖ * ‖y‖) := by
    intro x y
    have h1 := pow_le_pow_left₀ (norm_nonneg _) (norm_add_le x y) 2
    have h2 := pow_le_pow_left₀ (norm_nonneg _) (norm_sub_le x y) 2
    have h3 := par x y
    exact abs_le.mpr ⟨by nlinarith, by nlinarith⟩
  have hm : (‖a + b‖ ^ 2 - ‖a - b‖ ^ 2) * (‖c + d‖ ^ 2 - ‖c - d‖ ^ 2)
      ≤ 4 * (‖a‖ * ‖b‖) * (4 * (‖c‖ * ‖d‖)) := by
    refine (le_abs_self _).trans ?_
    rw [abs_mul]
    exact mul_le_mul (pol a b) (pol c d) (abs_nonneg _) (by positivity)
  have e : (‖a + b‖ ^ 2 + ‖a - b‖ ^ 2) * (‖c + d‖ ^ 2 + ‖c - d‖ ^ 2)
      = 2 * (‖a‖ ^ 2 + ‖b‖ ^ 2) * (2 * (‖c‖ ^ 2 + ‖d‖ ^ 2)) := by rw [par, par]
  nlinarith [hm, e]
```

The main bound substitutes the formulas for overlap and norm and discards the deviation terms, whose signs are recorded in `p1` to `p4`. It holds for every `h : Fin 4 → ℂ`, including those with ψ = 0; real amplitudes are a special case.

```lean
/-- A geminal power with any complex amplitudes has squared overlap with two separated
correlated pairs at most two thirds of its own squared norm. -/
theorem overlap_bound (h : Fin 4 → ℂ) :
    ‖overlap separatedPairs (geminalPower h)‖ ^ 2 ≤ 2 / 3 * normSq (geminalPower h) := by
  rw [overlap_eq, normSq_eq, norm_mul, mul_pow]
  have c := amplitude_inequality (h 0) (h 1) (h 2) (h 3)
  have p1 := sq_nonneg (‖h 0‖ * ‖h 1‖ - ‖h 2‖ * ‖h 3‖)
  have p2 : 0 ≤ ‖h 0 + h 1‖ ^ 2 * ‖h 2 - h 3‖ ^ 2 := by positivity
  have p3 : 0 ≤ ‖h 2 + h 3‖ ^ 2 * ‖h 0 - h 1‖ ^ 2 := by positivity
  have p4 : 0 ≤ ‖h 0 - h 1‖ ^ 2 * ‖h 2 - h 3‖ ^ 2 := by positivity
  linarith
```

## Where the bound is attained

With all h_k = 1 the squared overlap is 16 and the squared norm is 24. The first conjunct records that this state is nonzero, so the constant 2/3 is attained by a genuine state.

```lean
/-- With all amplitudes equal to one the geminal power is nonzero and attains the bound. -/
theorem overlap_uniform :
    0 < normSq (geminalPower fun _ => 1) ∧
    ‖overlap separatedPairs (geminalPower fun _ => 1)‖ ^ 2
      = 2 / 3 * normSq (geminalPower fun _ => 1) := by
  rw [overlap_eq, normSq_eq]
  norm_num
```

The last theorem characterises equality. Its hypothesis `hψ` excludes the zero state: for h = (1, 0, 0, 0) both sides of the bound are zero although h_0 ≠ h_1.

In the forward direction, `hN` turns ψ ≠ 0 into a nonzero squared norm, and `z1` to `z4` state that the deviation terms vanish. The auxiliary `both` says that two amplitudes are zero if their sum and difference are. It supplies the contradictions that prove `h01` and `h23`, after which `z1` gives equal moduli. The reverse direction is direct substitution.

```lean
/-- A nonzero geminal power attains the bound exactly when the amplitudes agree within each
of the two separated pairs and have the same modulus in both. -/
theorem overlap_eq_bound_iff (h : Fin 4 → ℂ) (hψ : geminalPower h ≠ 0) :
    ‖overlap separatedPairs (geminalPower h)‖ ^ 2 = 2 / 3 * normSq (geminalPower h)
      ↔ h 0 = h 1 ∧ h 2 = h 3 ∧ ‖h 0‖ = ‖h 2‖ := by
  constructor
  · intro heq
    have hN : normSq (geminalPower h) ≠ 0 := by
      intro h0
      unfold normSq at h0
      apply hψ
      funext A
      have := (Finset.sum_eq_zero_iff_of_nonneg (fun A _ => by positivity)).mp h0 A
        (Finset.mem_univ A)
      simpa using this
    rw [normSq_eq] at hN
    rw [overlap_eq, normSq_eq, norm_mul, mul_pow] at heq
    have c := amplitude_inequality (h 0) (h 1) (h 2) (h 3)
    have p1 := sq_nonneg (‖h 0‖ * ‖h 1‖ - ‖h 2‖ * ‖h 3‖)
    have p2 : 0 ≤ ‖h 0 + h 1‖ ^ 2 * ‖h 2 - h 3‖ ^ 2 := by positivity
    have p3 : 0 ≤ ‖h 2 + h 3‖ ^ 2 * ‖h 0 - h 1‖ ^ 2 := by positivity
    have p4 : 0 ≤ ‖h 0 - h 1‖ ^ 2 * ‖h 2 - h 3‖ ^ 2 := by positivity
    -- equality forces every deviation term to vanish
    have z1 : ‖h 0‖ * ‖h 1‖ - ‖h 2‖ * ‖h 3‖ = 0 :=
      pow_eq_zero_iff (two_ne_zero) |>.mp (by linarith)
    have z2 : ‖h 0 + h 1‖ ^ 2 * ‖h 2 - h 3‖ ^ 2 = 0 := by linarith
    have z3 : ‖h 2 + h 3‖ ^ 2 * ‖h 0 - h 1‖ ^ 2 = 0 := by linarith
    have z4 : ‖h 0 - h 1‖ ^ 2 * ‖h 2 - h 3‖ ^ 2 = 0 := by linarith
    -- if sum and difference of two amplitudes vanish, so do both amplitudes
    have both : ∀ x y : ℂ, ‖x + y‖ ^ 2 = 0 → ‖x - y‖ ^ 2 = 0 → ‖x‖ = 0 ∧ ‖y‖ = 0 := by
      intro x y hs hd
      have := parallelogram_law_with_norm ℂ x y
      constructor <;> nlinarith [sq_nonneg ‖x‖, sq_nonneg ‖y‖, norm_nonneg x, norm_nonneg y]
    have h01 : h 0 = h 1 := by
      by_contra hne
      have hu : ‖h 0 - h 1‖ ^ 2 ≠ 0 :=
        pow_ne_zero _ (norm_ne_zero_iff.mpr (sub_ne_zero.mpr hne))
      obtain ⟨x2, x3⟩ := both _ _ ((mul_eq_zero.mp z3).resolve_right hu)
        ((mul_eq_zero.mp z4).resolve_left hu)
      have hp : ‖h 0‖ * ‖h 1‖ = 0 := by rw [x2] at z1; linarith
      apply hN
      rw [x2, x3, ← mul_pow, hp]
      ring
    have h23 : h 2 = h 3 := by
      by_contra hne
      have hv : ‖h 2 - h 3‖ ^ 2 ≠ 0 :=
        pow_ne_zero _ (norm_ne_zero_iff.mpr (sub_ne_zero.mpr hne))
      obtain ⟨x0, x1⟩ := both _ _ ((mul_eq_zero.mp z2).resolve_right hv)
        ((mul_eq_zero.mp z4).resolve_right hv)
      have hp : ‖h 2‖ * ‖h 3‖ = 0 := by rw [x0] at z1; linarith
      apply hN
      rw [x0, x1, ← mul_pow ‖h 2‖, hp]
      ring
    rw [← h01, ← h23] at z1
    exact ⟨h01, h23, (sq_eq_sq₀ (norm_nonneg _) (norm_nonneg _)).mp (by linarith)⟩
  · rintro ⟨h01, h23, hmod⟩
    have dbl : ∀ z : ℂ, ‖z + z‖ = 2 * ‖z‖ := by
      intro z
      rw [← two_mul, norm_mul]
      simp
    rw [overlap_eq, normSq_eq, ← h01, ← h23, norm_mul, dbl, dbl, hmod]
    ring

end

end SharedGeminalOverlap
```

```lean
#print axioms SharedGeminalOverlap.normSq_separatedPairs
-- 'SharedGeminalOverlap.normSq_separatedPairs' depends on axioms: [propext, Classical.choice, Quot.sound]
#print axioms SharedGeminalOverlap.overlap_bound
-- 'SharedGeminalOverlap.overlap_bound' depends on axioms: [propext, Classical.choice, Quot.sound]
#print axioms SharedGeminalOverlap.overlap_uniform
-- 'SharedGeminalOverlap.overlap_uniform' depends on axioms: [propext, Classical.choice, Quot.sound]
#print axioms SharedGeminalOverlap.overlap_eq_bound_iff
-- 'SharedGeminalOverlap.overlap_eq_bound_iff' depends on axioms: [propext, Classical.choice, Quot.sound]
```

These theorems concern overlaps with one particular φ. They involve no Hamiltonian, so they give no energy error for a dissociating system, and they do not treat geminals that are not diagonal in the four fixed levels, such as those obtained by mixing the orbitals of different levels.
